# A quadratic form factor odd under the quarter turn and even under x ↔ y is a multiple of xy

A collinear rutile antiferromagnet has two magnetic sublattices with opposite moments and no net magnetisation. Its bands can nevertheless be spin-split, even without spin-orbit coupling, because the sublattices are related by a quarter turn of the crystal and not by a translation or an inversion. Without that coupling each band has a definite spin, and the splitting f = E↑ − E↓ is a function of the momentum (x, y, z), measured from the zone centre. Which functions does the symmetry permit?

Two operations settle the matter at low order. The quarter turn about z exchanges the sublattices, so it reverses the sign of f. The diagonal mirror x ↔ y keeps each sublattice in place, so it leaves f unchanged. In rutile the quarter turn comes with a half translation, which affects neither the momentum nor a uniform strain. If f is a polynomial of degree at most two, these two conditions leave only f = c x y. In an energy that is linear in strain and contains the spins only through the scalar product of the magnetisation and the Néel vector, the same pair of operations selects one shear strain.

## Polynomials and the two symmetries

```lean
import Mathlib

open Matrix

namespace AltermagnetFormFactor

noncomputable section
```

This loads the mathematical library Mathlib and makes its matrix notation available: `ᵀ` for the transpose and `⬝ᵥ` for the scalar product.

```lean
/-- `f` is a real polynomial in `(x, y, z)` of total degree at most `d`. -/
def IsPoly (d : ℕ) (f : ℝ → ℝ → ℝ → ℝ) : Prop :=
  ∃ c : ℕ → ℕ → ℕ → ℝ, ∀ x y z, f x y z =
    ∑ i ∈ Finset.range (d + 1), ∑ j ∈ Finset.range (d + 1 - i),
      ∑ k ∈ Finset.range (d + 1 - i - j), c i j k * x ^ i * y ^ j * z ^ k
```

The type `ℝ → ℝ → ℝ → ℝ` describes a function of three real numbers, so Lean writes `f x y z` for f(x, y, z). The definition says that real coefficients c_ijk exist with

f(x, y, z) = Σ c_ijk xⁱ yʲ zᵏ, with i + j + k ≤ d.

The nested ranges enforce the bound on the total degree. Lower-degree polynomials, including zero, are allowed.

```lean
/-- The form factor changes sign under the quarter turn about `z` and is unchanged by
the diagonal mirror `x ↔ y`. -/
structure DWaveSymmetric (f : ℝ → ℝ → ℝ → ℝ) : Prop where
  turn : ∀ x y z, f (-y) x z = -f x y z
  mirror : ∀ x y z, f y x z = f x y z
```

A `structure` of this kind is a bundle of conditions. Here they are

f(−y, x, z) = −f(x, y, z) and f(y, x, z) = f(x, y, z).

They are hypotheses about the splitting, not derived from a Hamiltonian. They stand for a collinear magnet without spin-orbit coupling, where exchanging the sublattices amounts to exchanging spin up and spin down.

## Nodal planes for any form factor

```lean
/-- A form factor with these two symmetries is odd in `x` and odd in `y` separately. -/
theorem odd_in_plane {f : ℝ → ℝ → ℝ → ℝ} (h : DWaveSymmetric f) (x y z : ℝ) :
    f (-x) y z = -f x y z ∧ f x (-y) z = -f x y z := by
  constructor
  · rw [h.turn y x z, h.mirror x y z]
  · rw [← h.mirror x (-y) z, h.turn x y z]
```

A theorem gives its hypotheses, then its claim after the colon, then a proof after `:= by`. By hand, use the turn first and the mirror second:

f(−x, y, z) = −f(y, x, z) = −f(x, y, z).

For the other sign change, use the mirror first:

f(x, −y, z) = f(−y, x, z) = −f(x, y, z).

Each `rw` line rewrites with these same two equalities.

```lean
/-- The form factor vanishes on the planes `x = 0` and `y = 0`, whether or not it is
a polynomial. -/
theorem nodal_planes {f : ℝ → ℝ → ℝ → ℝ} (h : DWaveSymmetric f) (x y z : ℝ) :
    f 0 y z = 0 ∧ f x 0 z = 0 := by
  have h1 := (odd_in_plane h 0 y z).1
  have h2 := (odd_in_plane h x 0 z).2
  rw [neg_zero] at h1 h2
  constructor <;> linarith
```

Setting x = 0 in the first result gives f(0, y, z) = −f(0, y, z), hence f(0, y, z) = 0. The plane y = 0 works the same way, and `linarith` does the final linear arithmetic. No polynomial assumption is used. For a non-relativistic band calculation with these symmetries, a plot restricted to either plane therefore shows no spin splitting.

```lean
/-- If the form factor changes sign under the quarter turn and is even in `z`, then it is
even under inversion. -/
theorem inversion_even {f : ℝ → ℝ → ℝ → ℝ} (turn : ∀ x y z, f (-y) x z = -f x y z)
    (hz : ∀ x y z, f x y (-z) = f x y z) (x y z : ℝ) :
    f (-x) (-y) (-z) = f x y z := by
  rw [hz, turn (-y) x z, turn x y z, neg_neg]
```

Rutile also has the horizontal mirror z → −z, which keeps each sublattice in place and so makes f even in z. Two quarter turns send (x, y) to (−x, −y), and their two minus signs cancel. With evenness in z,

f(−x, −y, −z) = f(−x, −y, z) = −f(−y, x, z) = f(x, y, z).

Evenness under inversion thus follows from the turn and the horizontal mirror, and need not be imposed separately.

## What survives at degree two

```lean
/-- A polynomial of degree at most two that changes sign under the quarter turn is a
combination of `x² - y²` and `xy`. -/
theorem quarter_turn_odd {f : ℝ → ℝ → ℝ → ℝ} (hf : IsPoly 2 f)
    (turn : ∀ x y z, f (-y) x z = -f x y z) :
    ∃ a b : ℝ, ∀ x y z, f x y z = a * (x ^ 2 - y ^ 2) + b * (x * y) := by
  obtain ⟨c, hc⟩ := hf
  simp [Finset.sum_range_succ] at hc
  refine ⟨(c 2 0 0 - c 0 2 0) / 2, c 1 1 0, fun x y z => ?_⟩
  have h1 := turn x y z
  have h2 := turn (-y) x z
  have h3 := turn (-x) (-y) z
  rw [neg_neg] at h3
  -- alternating average over the four quarter turns
  linear_combination (hc x y z - hc (-y) x z + hc (-x) (-y) z - hc y (-x) z) / 4
    + (3 * h1 - 2 * h2 + h3) / 4
```

This theorem uses the quarter turn alone. Applying it repeatedly gives alternating signs, so

4f(x, y, z) = f(x, y, z) − f(−y, x, z) + f(−x, −y, z) − f(y, −x, z).

Now insert the general quadratic polynomial on the right. The terms 1, z and z² cancel because they do not change under the turn. The terms x, y, xz and yz cancel because they change sign under the half turn. The remaining terms give

f = ½(c₂₀₀ − c₀₂₀)(x² − y²) + c₁₁₀ xy.

In the proof, `obtain` takes the coefficients out of the hypothesis and `simp` expands the finite sums. The equations `h1`, `h2` and `h3` are the successive turns. The command `linear_combination` checks that the desired equation is the stated combination of known ones.

```lean
/-- A form factor is a polynomial of degree at most two, odd under the quarter turn and
even under the diagonal mirror, exactly when it is a multiple of `xy`. -/
theorem d_wave_form_factor (f : ℝ → ℝ → ℝ → ℝ) :
    (IsPoly 2 f ∧ DWaveSymmetric f) ↔ ∃ c : ℝ, ∀ x y z, f x y z = c * x * y := by
  constructor
  · rintro ⟨hf, h⟩
    obtain ⟨a, b, hab⟩ := quarter_turn_odd hf h.turn
    refine ⟨b, fun x y z => ?_⟩
    -- oddness in x removes the x² - y² part
    have h1 := (odd_in_plane h x y z).1
    rw [hab, hab] at h1
    rw [hab]
    linear_combination h1 / 2
  · rintro ⟨c, hc⟩
    refine ⟨⟨fun i j k => if i = 1 ∧ j = 1 ∧ k = 0 then c else 0, fun x y z => ?_⟩,
      ⟨fun x y z => ?_, fun x y z => ?_⟩⟩
    · rw [hc]
      simp [Finset.sum_range_succ]
    · rw [hc, hc]
      ring
    · rw [hc, hc]
      ring
```

The symbol `↔` means "exactly when", so there are two directions to prove. In the forward direction, the previous theorem gives f = a(x² − y²) + bxy. Since f is odd in x,

f(x, y, z) = ½[f(x, y, z) − f(−x, y, z)] = bxy.

Conversely, cxy is a quadratic polynomial, changes sign under (x, y) → (−y, x) and is unchanged by x ↔ y. The code supplies a coefficient table whose only possibly nonzero entry is c₁₁₀ and verifies the symmetries with `ring`, which proves polynomial identities. The constant c may be zero: symmetry fixes the shape of the splitting, not its size.

## Cubic terms and the horizontal mirror

```lean
/-- With evenness under `z → -z` added, the form factor is still a multiple of `xy` when
cubic terms are allowed. -/
theorem cubic_form_factor {f : ℝ → ℝ → ℝ → ℝ} (hf : IsPoly 3 f)
    (h : DWaveSymmetric f) (hz : ∀ x y z, f x y (-z) = f x y z) :
    ∃ c : ℝ, ∀ x y z, f x y z = c * x * y := by
  obtain ⟨c, hc⟩ := hf
  simp [Finset.sum_range_succ] at hc
  -- the in-plane sign changes leave only xy and xyz
  have key : ∀ x y z, f x y z = c 1 1 0 * x * y + c 1 1 1 * x * y * z := by
    intro x y z
    have h1 := (odd_in_plane h x y z).1
    have h2 := (odd_in_plane h x y z).2
    have h3 := (odd_in_plane h x (-y) z).1
    linear_combination (hc x y z - hc (-x) y z - hc x (-y) z + hc (-x) (-y) z) / 4
      + (h1 + 2 * h2 - h3) / 4
  refine ⟨c 1 1 0, fun x y z => ?_⟩
  linear_combination (key x y z + key x y (-z) - hz x y z) / 2
```

At degree three, oddness in x and in y gives

4f(x, y, z) = f(x, y, z) − f(−x, y, z) − f(x, −y, z) + f(−x, −y, z).

Only monomials with odd powers of both x and y survive, and within degree three these are xy and xyz. This is the intermediate result `key`. Evenness in z then removes xyz:

f(x, y, z) = ½[f(x, y, z) + f(x, y, −z)] = c₁₁₀ xy.

```lean
/-- The cubic `xyz` has the quarter-turn and diagonal-mirror symmetries but is not a
multiple of `xy`. -/
theorem cubic_counterexample :
    IsPoly 3 (fun x y z => x * y * z) ∧ DWaveSymmetric (fun x y z => x * y * z) ∧
      ¬ ∃ c : ℝ, ∀ x y z : ℝ, x * y * z = c * x * y := by
  refine ⟨⟨fun i j k => if i = 1 ∧ j = 1 ∧ k = 1 then 1 else 0, fun x y z => ?_⟩,
    ⟨fun x y z => by ring, fun x y z => by ring⟩, ?_⟩
  · simp [Finset.sum_range_succ]
  · rintro ⟨c, hc⟩
    have h0 := hc 1 1 0
    have h1 := hc 1 1 1
    linarith
```

The function xyz shows that the turn and the diagonal mirror alone do not suffice at degree three. It has both symmetries, yet it is no multiple of xy. It is a mathematical example, not a possible splitting: in a collinear magnet without spin-orbit coupling or orbital currents, each spin has a real Hamiltonian, so its bands are even under inversion of the momentum, whereas xyz is odd. If xyz = cxy held everywhere, the point (1, 1, 0) would give c = 0 and the point (1, 1, 1) would give c = 1. The symbol `¬` negates the existence claim.

## The same symmetries acting on strain

```lean
/-- The quarter turn `(x, y, z) → (-y, x, z)` as a matrix. -/
def quarterTurn : Matrix (Fin 3) (Fin 3) ℝ := !![0, -1, 0; 1, 0, 0; 0, 0, 1]
```

This matrix R sends the column (x, y, z) to (−y, x, z). The notation `!![...]` lists matrix entries, with semicolons between rows.

```lean
/-- The diagonal mirror `(x, y, z) → (y, x, z)` as a matrix. -/
def diagonalMirror : Matrix (Fin 3) (Fin 3) ℝ := !![0, 1, 0; 1, 0, 0; 0, 0, 1]
```

This matrix S exchanges the first two components. Together R and S represent the operations already used for the form factor.

```lean
/-- Energy linear in the strain `ε`, with the magnetisation `m` and the Néel vector `L`
entering through their scalar product. -/
def strainEnergy (g : Matrix (Fin 3) (Fin 3) ℝ →ₗ[ℝ] ℝ) (m L : Fin 3 → ℝ)
    (ε : Matrix (Fin 3) (Fin 3) ℝ) : ℝ := g ε * (m ⬝ᵥ L)
```

Let m be the magnetisation, the sum of the two sublattice moments, and L the Néel vector, their difference. The energy term is

E = g(ε) (m·L),

where `→ₗ[ℝ]` says that g is linear in the strain. The scalar product expresses the exchange approximation: rotating all spins together, with the lattice held fixed, costs no energy.

```lean
/-- A symmetric strain tensor stays symmetric under a change of axes. -/
theorem strain_symm (Q : Matrix (Fin 3) (Fin 3) ℝ) {ε : Matrix (Fin 3) (Fin 3) ℝ}
    (h : ε.IsSymm) : (Q * ε * Qᵀ).IsSymm := by
  rw [Matrix.IsSymm, Matrix.transpose_mul, Matrix.transpose_mul,
    Matrix.transpose_transpose, h.eq, Matrix.mul_assoc]
```

An operation Q changes the strain to QεQᵀ. If εᵀ = ε, then

(QεQᵀ)ᵀ = QεᵀQᵀ = QεQᵀ,

so the transformed strain is again symmetric and the invariance conditions can be applied to it repeatedly.

```lean
/-- The energy is invariant under the quarter turn with `L → -L` and under the diagonal
mirror with `L` fixed exactly when strain enters only through the shear `ε_xy`. -/
theorem single_shear_coupling (g : Matrix (Fin 3) (Fin 3) ℝ →ₗ[ℝ] ℝ) :
    (∀ ε : Matrix (Fin 3) (Fin 3) ℝ, ε.IsSymm → ∀ m L : Fin 3 → ℝ,
      strainEnergy g m (-L) (quarterTurn * ε * quarterTurnᵀ) = strainEnergy g m L ε ∧
      strainEnergy g m L (diagonalMirror * ε * diagonalMirrorᵀ) = strainEnergy g m L ε) ↔
    ∃ c : ℝ, ∀ ε : Matrix (Fin 3) (Fin 3) ℝ, ε.IsSymm → ∀ m L : Fin 3 → ℝ,
      strainEnergy g m L ε = c * ε 0 1 * (m ⬝ᵥ L) := by
  constructor
  · intro H
    obtain ⟨e, he⟩ : ∃ e : Fin 3 → ℝ, e ⬝ᵥ e = 1 :=
      ⟨![1, 0, 0], by simp [dotProduct, Fin.sum_univ_three]⟩
    have hR : ∀ ε : Matrix (Fin 3) (Fin 3) ℝ, ε.IsSymm →
        g (quarterTurn * ε * quarterTurnᵀ) = -g ε := by
      intro ε hε
      have h := (H ε hε e e).1
      simp only [strainEnergy, dotProduct_neg, he] at h
      linarith
    have hS : ∀ ε : Matrix (Fin 3) (Fin 3) ℝ, ε.IsSymm →
        g (diagonalMirror * ε * diagonalMirrorᵀ) = g ε := by
      intro ε hε
      have h := (H ε hε e e).2
      simp only [strainEnergy, he] at h
      linarith
    refine ⟨g !![0, 1, 0; 1, 0, 0; 0, 0, 0], fun ε hε m L => ?_⟩
    have e1 := hε.apply 0 1
    -- the signed average of the strain is a pure xy shear
    have key : ε - quarterTurn * (diagonalMirror * ε * diagonalMirrorᵀ) * quarterTurnᵀ
        - diagonalMirror * (quarterTurn * ε * quarterTurnᵀ) * diagonalMirrorᵀ
        + quarterTurn * (quarterTurn * ε * quarterTurnᵀ) * quarterTurnᵀ
        = (4 * ε 0 1) • !![0, 1, 0; 1, 0, 0; 0, 0, 0] := by
      ext i j
      simp only [Matrix.add_apply, Matrix.sub_apply, Matrix.smul_apply, Matrix.mul_apply,
        Matrix.transpose_apply, Fin.sum_univ_three]
      fin_cases i <;> fin_cases j <;>
        simp [quarterTurn, diagonalMirror, e1] <;> ring
    have hg := congrArg g key
    simp only [map_add, map_sub, map_smul, smul_eq_mul] at hg
    rw [hR _ (strain_symm _ hε), hS _ hε, hS _ (strain_symm _ hε),
      hR _ (strain_symm _ hε), hR _ hε] at hg
    unfold strainEnergy
    linear_combination (m ⬝ᵥ L) * hg / 4
  · rintro ⟨c, hc⟩ ε hε m L
    have e1 := hε.apply 0 1
    have hR : (quarterTurn * ε * quarterTurnᵀ) 0 1 = -ε 0 1 := by
      simp only [Matrix.mul_apply, Matrix.transpose_apply, Fin.sum_univ_three]
      simp [quarterTurn, e1]
    have hS : (diagonalMirror * ε * diagonalMirrorᵀ) 0 1 = ε 0 1 := by
      simp only [Matrix.mul_apply, Matrix.transpose_apply, Fin.sum_univ_three]
      simp [diagonalMirror, e1]
    constructor
    · rw [hc _ (strain_symm _ hε), hc _ hε, hR, dotProduct_neg]
      ring
    · rw [hc _ (strain_symm _ hε), hc _ hε, hS]

end

end AltermagnetFormFactor
```

The left side of the equivalence states two invariances, for every symmetric strain and all m and L. The quarter turn exchanges the sublattices, hence L → −L with m fixed; the diagonal mirror leaves both vectors fixed. The right side says

E = c ε_xy (m·L).

Lean counts from zero, so `ε 0 1` is ε_xy. This is the tensor shear, half the engineering shear γ_xy.

For the forward direction, choose m = L = e with e·e = 1. The invariances become

g(RεRᵀ) = −g(ε) and g(SεSᵀ) = g(ε),

which are `hR` and `hS` in the code. Now combine four strains:

ε − R(SεSᵀ)Rᵀ − S(RεRᵀ)Sᵀ + R(RεRᵀ)Rᵀ = 4ε_xy B.

Here B has entries 1 at xy and yx and zeros elsewhere. The second and third terms are the strain reflected in x and in y, and the last is the strain after a half turn. The diagonal components cancel, as do xz and yz, while the four xy contributions add. The step `key` checks this entry by entry.

Applying g to the left side gives 4g(ε), because every sign in the combination matches the sign that g acquires. Linearity on the right gives 4ε_xy g(B). Hence g(ε) = g(B) ε_xy, and c = g(B).

For the converse, the turn reverses ε_xy and L together, while the mirror changes neither, so the energy is invariant. The theorem describes g on symmetric strains only; its action on antisymmetric matrices is left free.

```lean
#print axioms AltermagnetFormFactor.d_wave_form_factor
-- 'AltermagnetFormFactor.d_wave_form_factor' depends on axioms: [propext, Classical.choice, Quot.sound]
#print axioms AltermagnetFormFactor.cubic_form_factor
-- 'AltermagnetFormFactor.cubic_form_factor' depends on axioms: [propext, Classical.choice, Quot.sound]
#print axioms AltermagnetFormFactor.cubic_counterexample
-- 'AltermagnetFormFactor.cubic_counterexample' depends on axioms: [propext, Classical.choice, Quot.sound]
#print axioms AltermagnetFormFactor.single_shear_coupling
-- 'AltermagnetFormFactor.single_shear_coupling' depends on axioms: [propext, Classical.choice, Quot.sound]
```

## Letting the spins turn with the lattice

The strain energy could have been modelled with a general coupling g_ij(ε) m_i L_j, in which m and L also transform as axial vectors under each lattice operation. That would describe a crystal with spin-orbit coupling, and the single-shear conclusion would fail. For example, the term

(ε_yz m_x + ε_xz m_y) L_z

is invariant under both operations in that model. The scalar product m·L is therefore a physical restriction, and the uniqueness of the ε_xy coupling depends on it.

## The signed average in a tight-binding code

A code that builds a symmetric model can start from a trial function and average it over the eight operations generated by R and S, with a minus sign for those that exchange the sublattices. With the lattice constant set to one, the trial hopping term cos(x + y) becomes

½[cos(x + y) − cos(x − y)] = −sin x sin y.

Near the zone centre this is −xy to leading order, the form found above. The full lattice function is not a polynomial, but it satisfies `DWaveSymmetric`, so `nodal_planes` applies to it at every momentum. Evaluating a coded form factor on x = 0 and y = 0 is accordingly a quick partial test. A wrong relative sign between the two cosines would give cos x cos y, which does not vanish on these planes, whereas a wrong overall sign would go unnoticed.
